# Anomalous and chemical-potential terms cancel only for a uniform shift of independent fermion levels at positive temperature

## Weights, shifts and their residual

Take finitely many fermion levels labelled by $i$. Each label is one single-particle state, so spin and degeneracy are counted by separate labels. In Lean the labels form a finite type `ι`, and energies, shifts and weights are real-valued functions on it.

```lean
import Mathlib

open Finset

namespace FiniteTemperatureAnomalousTerm

noncomputable section

variable {ι : Type*} [Fintype ι]
```

Level $i$ has a first-order energy shift $v_i$ and a weight $w_i$, which measures how strongly its occupation responds to a change in energy. The weighted mean of the shifts is

$$\bar v=\frac{\sum_i w_i v_i}{\sum_i w_i}.$$

It is called `muShift` because it will turn out to be the rate at which the chemical potential must move to hold the mean particle number to first order.

```lean
/-- Mean of the level shifts `v` with weights `w`. -/
def muShift (w v : ι → ℝ) : ℝ := (∑ i, w i * v i) / ∑ i, w i
```

The quantity of interest is the difference

$$R=\sum_i w_i v_i^2-\frac{\left(\sum_i w_i v_i\right)^2}{\sum_i w_i}.$$

The first sum is the anomalous contribution, which comes from the thermal response of the occupations. The second comes from readjusting the chemical potential. These names apply when the $w_i$ are the thermal weights defined below. In the free energy, $R$ then enters at second order as $-\tfrac12Rt^2$, where $t$ is the coupling strength, so both terms appear there with the opposite sign and a factor $\tfrac12$.

```lean
/-- The weighted sum of the squared shifts, minus the squared weighted sum of the shifts divided by
the total weight. -/
def residual (w v : ι → ℝ) : ℝ :=
  ∑ i, w i * v i ^ 2 - (∑ i, w i * v i) ^ 2 / ∑ i, w i
```

## Thermodynamics of a shifted level

Let $\beta=1/k_BT$, and let $x$ be an energy measured from the chemical potential. The Fermi occupation is

$$f(x)=\frac{1}{e^{\beta x}+1}.$$

```lean
/-- Fermi occupation of a level at energy `x` above the chemical potential. -/
def occupation (β x : ℝ) : ℝ := 1 / (Real.exp (β * x) + 1)
```

The thermal weight is $w(x)=\beta f(x)\,(1-f(x))$. It is largest at the chemical potential and decays over a few $k_BT$ on either side, so it plays the part of a thermally broadened Fermi surface.

```lean
/-- Thermal Fermi-surface weight `β f (1 - f)` of a level. -/
def weight (β x : ℝ) : ℝ := β * occupation β x * (1 - occupation β x)
```

One level, empty or singly occupied, has the grand potential

$$g(x)=-\frac1\beta\ln\left(1+e^{-\beta x}\right).$$

```lean
/-- Grand potential of a single fermion level. -/
def levelPotential (β x : ℝ) : ℝ := -(1 / β) * Real.log (1 + Real.exp (-(β * x)))
```

A dimensionless coupling $t$ moves the energy $\varepsilon_i$ to $\varepsilon_i+t v_i$, while the chemical potential follows $\mu+t m$ with a rate $m$ still to be fixed. The energy relative to the chemical potential is

$$x_i(t)=\varepsilon_i+t v_i-(\mu+t m).$$

In the general definition, `e` and `a` stand for the energy and shift of one level.

```lean
/-- Energy `e + t a` of a perturbed level, measured from the chemical potential `μ + t m`. -/
def level (e a μ m t : ℝ) : ℝ := e + t * a - (μ + t * m)
```

The mean particle number is $N(t)=\sum_i f(x_i(t))$. In Lean, `particleNumber` also displays its dependence on $\beta$, the energies, the shifts, $\mu$ and $m$.

```lean
/-- Mean particle number at coupling strength `t`. -/
def particleNumber (β : ℝ) (ε v : ι → ℝ) (μ m t : ℝ) : ℝ :=
  ∑ i, occupation β (level (ε i) (v i) μ m t)
```

The free energy adds the chemical potential times the unperturbed particle number to the grand potential:

$$F(t)=\sum_i g(x_i(t))+(\mu+t m)\,N(0).$$

A linear path for the chemical potential is enough at second order. A further term $\tfrac12 t^2\mu_2$ in the path would change $F''(0)$ by $\mu_2\,(N(0)-N(0))=0$.

```lean
/-- Grand potential plus chemical potential times the unperturbed particle number. -/
def freeEnergy (β : ℝ) (ε v : ι → ℝ) (μ m t : ℝ) : ℝ :=
  ∑ i, levelPotential β (level (ε i) (v i) μ m t)
    + (μ + t * m) * particleNumber β ε v μ m 0
```

## The residual as a weighted spread

For any number $c$, expanding the square gives

$$\sum_i w_i(v_i-c)^2=\sum_i w_i v_i^2-2c\sum_i w_i v_i+c^2\sum_i w_i.$$

Write $S=\sum_i w_i v_i$ and $W=\sum_i w_i$, and put $c=\bar v=S/W$. The last two terms become $-2S^2/W+S^2/W=-S^2/W$, so

$$R=\sum_i w_i(v_i-\bar v)^2.$$

This needs only $W\neq0$. In the proof, `expand` is the first identity, and `field_simp` with `ring` performs the substitution of the mean.

```lean
/-- The residual is the weighted spread of the level shifts about their weighted mean. -/
theorem residual_eq_spread (w v : ι → ℝ) (hW : ∑ i, w i ≠ 0) :
    residual w v = ∑ i, w i * (v i - muShift w v) ^ 2 := by
  have expand : ∀ c : ℝ, ∑ i, w i * (v i - c) ^ 2
      = ∑ i, w i * v i ^ 2 - 2 * c * ∑ i, w i * v i + c ^ 2 * ∑ i, w i := by
    intro c
    rw [Finset.mul_sum, Finset.mul_sum, ← Finset.sum_sub_distrib, ← Finset.sum_add_distrib]
    exact Finset.sum_congr rfl fun i _ => by ring
  rw [expand]
  unfold residual muShift
  generalize (∑ i, w i) = W at *
  field_simp
  ring
```

Now let every $w_i$ be positive and let there be at least one level. Then $W>0$, and $R$ is a sum of nonnegative terms, so $R\ge0$. If $R=0$, each term vanishes. Since $w_i>0$, this gives $v_i=\bar v$ for every $i$, and all shifts are equal. Conversely, if every shift equals $v_k$, then

$$R=v_k^2W-\frac{v_k^2W^2}{W}=0.$$

The theorem holds for arbitrary positive weights, whether or not they come from a Fermi function. It therefore also covers a Fermi surface sampled at finitely many points with positive quadrature weights. The two bullets in the proof are the two directions of the equivalence.

```lean
/-- For positive weights the residual is nonnegative, and it vanishes exactly when all
level shifts are equal. -/
theorem residual_nonneg_and_eq_zero_iff [Nonempty ι] (w v : ι → ℝ) (hw : ∀ i, 0 < w i) :
    0 ≤ residual w v ∧ (residual w v = 0 ↔ ∀ i j, v i = v j) := by
  have hW : ∑ i, w i ≠ 0 := (Finset.sum_pos (fun i _ => hw i) Finset.univ_nonempty).ne'
  have hterm : ∀ i ∈ (Finset.univ : Finset ι), 0 ≤ w i * (v i - muShift w v) ^ 2 :=
    fun i _ => mul_nonneg (hw i).le (sq_nonneg _)
  refine ⟨by rw [residual_eq_spread w v hW]; exact Finset.sum_nonneg hterm, ?_, ?_⟩
  · -- a vanishing spread puts every shift at the mean
    intro h
    rw [residual_eq_spread w v hW, Finset.sum_eq_zero_iff_of_nonneg hterm] at h
    have hm : ∀ i, v i = muShift w v := fun i => by
      rcases mul_eq_zero.mp (h i (Finset.mem_univ i)) with h1 | h1
      · exact absurd h1 (hw i).ne'
      · exact sub_eq_zero.mp (pow_eq_zero_iff (two_ne_zero) |>.mp h1)
    exact fun i j => (hm i).trans (hm j).symm
  · intro h
    obtain ⟨k⟩ := ‹Nonempty ι›
    have hv : v = fun _ => v k := funext fun i => h i k
    rw [hv]
    unfold residual
    simp only [← Finset.sum_mul]
    generalize (∑ i, w i) = W at *
    field_simp
    ring
```

## Response of the occupations

At positive temperature, $e^{\beta x}>0$ gives $0<f(x)<1$. All three factors of $\beta f(1-f)$ are then positive, which supplies the positivity required above.

```lean
/-- Every level has a positive thermal weight at positive temperature. -/
theorem weight_pos {β : ℝ} (hβ : 0 < β) (x : ℝ) : 0 < weight β x := by
  have hE := Real.exp_pos (β * x)
  have h1 : 0 < occupation β x := by unfold occupation; positivity
  have h2 : occupation β x < 1 := by
    unfold occupation
    rw [div_lt_one (by linarith)]
    linarith
  exact mul_pos (mul_pos hβ h1) (by linarith)
```

With $E=e^{\beta x}$, we have $f=1/(E+1)$ and $1-f=E/(E+1)$. Differentiation gives

$$f'(x)=-\frac{\beta E}{(E+1)^2}=-\beta f(x)\,(1-f(x))=-w(x).$$

Lean applies the quotient rule and leaves the rearrangement in $E$ to the auxiliary identity `alg`.

```lean
/-- The slope of the Fermi function is minus the thermal weight. -/
theorem hasDerivAt_occupation (β x : ℝ) :
    HasDerivAt (occupation β) (-weight β x) x := by
  have hE : HasDerivAt (fun y : ℝ => Real.exp (β * y)) (Real.exp (β * x) * β) x :=
    (((hasDerivAt_id' x).const_mul β).exp).congr_deriv (by ring)
  have hne : Real.exp (β * x) + 1 ≠ 0 := by positivity
  have alg : ∀ E : ℝ, E + 1 ≠ 0 → (0 * (E + 1) - 1 * (E * β)) / (E + 1) ^ 2
      = -(β * (1 / (E + 1)) * (1 - 1 / (E + 1))) := by
    intro E h
    field_simp
    ring
  exact ((hasDerivAt_const x (1 : ℝ)).fun_div (hE.add_const 1) hne).congr_deriv (alg _ hne)
```

For the grand potential of one level,

$$g'(x)=-\frac1\beta\,\frac{-\beta e^{-\beta x}}{1+e^{-\beta x}}=\frac{1}{e^{\beta x}+1}=f(x).$$

Here `alg` is the last rearrangement, written with $e^{-\beta x}=E^{-1}$.

```lean
/-- The slope of the one-level grand potential is the Fermi occupation. -/
theorem hasDerivAt_levelPotential {β : ℝ} (hβ : 0 < β) (x : ℝ) :
    HasDerivAt (levelPotential β) (occupation β x) x := by
  have hE : HasDerivAt (fun y : ℝ => Real.exp (-(β * y))) (Real.exp (-(β * x)) * (-β)) x :=
    (((hasDerivAt_id' x).const_mul β).fun_neg.exp).congr_deriv (by ring)
  have hne : 1 + Real.exp (-(β * x)) ≠ 0 := by positivity
  have alg : ∀ E : ℝ, 0 < E →
      -(1 / β) * (E⁻¹ * (-β) / (1 + E⁻¹)) = 1 / (E + 1) := by
    intro E h
    have h1 : E + 1 ≠ 0 := by positivity
    have h2 : 1 + E⁻¹ = (E + 1) / E := by field_simp
    rw [h2]
    field_simp
  refine (((hE.const_add 1).log hne).const_mul (-(1 / β))).congr_deriv ?_
  rw [Real.exp_neg]
  exact alg _ (Real.exp_pos _)
```

Along the path, $x_i(t)$ is linear in $t$ with slope $v_i-m$: only the shift relative to the moving chemical potential matters.

```lean
lemma hasDerivAt_level (e a μ m t : ℝ) : HasDerivAt (level e a μ m) (a - m) t := by
  have h : level e a μ m = fun s => s * (a - m) + (e - μ) := by
    funext s
    unfold level
    ring
  rw [h]
  exact (((hasDerivAt_id' t).mul_const (a - m)).add_const (e - μ)).congr_deriv (one_mul _)
```

Since $x_i(0)=\varepsilon_i-\mu$, the chain rule gives

$$\left.\frac{d}{dt}f(x_i(t))\right|_{t=0}=-w_i\,(v_i-m),\qquad w_i=w(\varepsilon_i-\mu).$$

From here on, $w_i$ denotes this thermal weight, which appears in Lean as `weight β (ε i - μ)`.

```lean
lemma hasDerivAt_occupation_level (β e a μ m : ℝ) :
    HasDerivAt (fun t => occupation β (level e a μ m t))
      (-(weight β (e - μ) * (a - m))) 0 := by
  have h := HasDerivAt.comp (0 : ℝ) (hasDerivAt_occupation β (level e a μ m 0))
    (hasDerivAt_level e a μ m 0)
  have h0 : level e a μ m 0 = e - μ := by simp [level]
  rw [h0] at h
  exact h.congr_deriv (by ring)
```

## The chemical potential that holds the particle number

Summing over levels,

$$N'(0)=-\sum_i w_i(v_i-m)=m\sum_i w_i-\sum_i w_i v_i.$$

The total weight is positive, so $N'(0)=0$ exactly when $m=\bar v$. In the proof, `hd` is the summed derivative and `hs` the regrouping; the final rewrite solves for $m$.

```lean
/-- The particle number is stationary at zero coupling exactly when the chemical potential
moves at the rate given by the weighted mean of the level shifts. -/
theorem number_stationary_iff [Nonempty ι] {β : ℝ} (hβ : 0 < β) (ε v : ι → ℝ) (μ m : ℝ) :
    deriv (particleNumber β ε v μ m) 0 = 0 ↔
      m = muShift (fun i => weight β (ε i - μ)) v := by
  have hd : HasDerivAt (particleNumber β ε v μ m)
      (∑ i, -(weight β (ε i - μ) * (v i - m))) 0 :=
    HasDerivAt.fun_sum fun i _ => hasDerivAt_occupation_level β (ε i) (v i) μ m
  have hW : ∑ i, weight β (ε i - μ) ≠ 0 :=
    (Finset.sum_pos (fun i _ => weight_pos hβ _) Finset.univ_nonempty).ne'
  have hs : ∑ i, -(weight β (ε i - μ) * (v i - m))
      = m * ∑ i, weight β (ε i - μ) - ∑ i, weight β (ε i - μ) * v i := by
    rw [Finset.mul_sum, ← Finset.sum_sub_distrib]
    exact Finset.sum_congr rfl fun i _ => by ring
  rw [hd.deriv, hs, muShift, eq_div_iff hW, sub_eq_zero]
```

## Second order in the free energy

Differentiating $F$ at any $t$ gives

$$F'(t)=\sum_i f(x_i(t))\,(v_i-m)+m\,N(0).$$

The last term is constant in $t$. A second differentiation at $t=0$ yields

$$F''(0)=-\sum_i w_i(v_i-m)^2
=-\sum_i w_i v_i^2+2m\sum_i w_i v_i-m^2\sum_i w_i.$$

With the chemical potential held fixed, $m=0$, only the anomalous term $-\sum_i w_i v_i^2$ remains. With $m=\bar v$, the other two terms combine to $+(\sum_i w_i v_i)^2/\sum_i w_i$, and therefore $F''(0)=-R$. The corresponding term in the expansion of $F(t)$ is $-\tfrac12Rt^2$.

The Lean statement says that $F'$ is differentiable at zero with derivative $-R$. Its proof first rewrites $R$ as the spread, then establishes $F'$ for all $t$ in `h1` and differentiates it at zero in `h2`.

```lean
/-- When the chemical potential moves at the rate given by the thermally weighted mean of the level
shifts, the second derivative of the free energy at zero coupling is minus the residual. -/
theorem freeEnergy_second_order [Nonempty ι] {β : ℝ} (hβ : 0 < β) (ε v : ι → ℝ) (μ : ℝ) :
    HasDerivAt (deriv (freeEnergy β ε v μ (muShift (fun i => weight β (ε i - μ)) v)))
      (-residual (fun i => weight β (ε i - μ)) v) 0 := by
  have hW : ∑ i, weight β (ε i - μ) ≠ 0 :=
    (Finset.sum_pos (fun i _ => weight_pos hβ _) Finset.univ_nonempty).ne'
  rw [residual_eq_spread _ v hW]
  generalize muShift (fun i => weight β (ε i - μ)) v = m
  -- first derivative at every coupling strength
  have h1 : deriv (freeEnergy β ε v μ m) = fun t =>
      ∑ i, occupation β (level (ε i) (v i) μ m t) * (v i - m)
        + 1 * m * particleNumber β ε v μ m 0 := by
    funext t
    have hs : HasDerivAt (fun s => ∑ i, levelPotential β (level (ε i) (v i) μ m s))
        (∑ i, occupation β (level (ε i) (v i) μ m t) * (v i - m)) t :=
      HasDerivAt.fun_sum fun i _ => by
        have h := HasDerivAt.comp t
          (hasDerivAt_levelPotential hβ (level (ε i) (v i) μ m t))
          (hasDerivAt_level (ε i) (v i) μ m t)
        exact h
    exact (hs.fun_add ((((hasDerivAt_id' t).mul_const m).const_add μ).mul_const
      (particleNumber β ε v μ m 0))).deriv
  rw [h1]
  -- second derivative at zero coupling
  have h2 : HasDerivAt (fun t => ∑ i, occupation β (level (ε i) (v i) μ m t) * (v i - m))
      (∑ i, -(weight β (ε i - μ) * (v i - m)) * (v i - m)) 0 :=
    HasDerivAt.fun_sum fun i _ =>
      (hasDerivAt_occupation_level β (ε i) (v i) μ m).mul_const (v i - m)
  refine (h2.add_const _).congr_deriv ?_
  rw [← Finset.sum_neg_distrib]
  exact Finset.sum_congr rfl fun i _ => by ring
```

It remains to combine the results. Suppose that $m$ satisfies $N'(0)=0$, the hypothesis `hN`. Physically, this is a system whose mean particle number is held fixed to first order while the perturbation is switched on. Then $m=\bar v$, so $F''(0)=-R\le0$, with equality exactly when $v_i=v_j$ for all $i$ and $j$. The condition on $m$ can always be met, by choosing the weighted mean. For a single level the shift is trivially uniform, and the cancellation is automatic.

The proof follows the same order: it determines $m$ from `hN`, replaces the second derivative by minus the residual, and applies the result for positive weights.

```lean
/-- At fixed mean particle number to first order, the second derivative of the free energy at
zero coupling is nonpositive, and it vanishes exactly when all levels shift equally. -/
theorem anomalous_cancellation_iff_uniform [Nonempty ι] {β : ℝ} (hβ : 0 < β)
    (ε v : ι → ℝ) (μ m : ℝ) (hN : deriv (particleNumber β ε v μ m) 0 = 0) :
    deriv (deriv (freeEnergy β ε v μ m)) 0 ≤ 0 ∧
      (deriv (deriv (freeEnergy β ε v μ m)) 0 = 0 ↔ ∀ i j, v i = v j) := by
  have hm := (number_stationary_iff hβ ε v μ m).mp hN
  have h := residual_nonneg_and_eq_zero_iff (fun i => weight β (ε i - μ)) v
    (fun i => weight_pos hβ _)
  rw [hm, (freeEnergy_second_order hβ ε v μ).deriv, neg_eq_zero]
  exact ⟨neg_nonpos.mpr h.1, h.2⟩

end

end FiniteTemperatureAnomalousTerm
```

```lean
#print axioms FiniteTemperatureAnomalousTerm.anomalous_cancellation_iff_uniform
-- 'FiniteTemperatureAnomalousTerm.anomalous_cancellation_iff_uniform' depends on axioms: [propext, Classical.choice, Quot.sound]
```

## Two levels worked through

Measure energies in units of $k_BT$, so that $\beta=1$. Put one level at the chemical potential and the other at $\ln 3$ above it. The occupations are $f_1=\tfrac12$ and $f_2=\tfrac14$, giving

$$w_1=\tfrac14,\qquad w_2=\tfrac3{16},\qquad w_1+w_2=\tfrac7{16}.$$

Let $v_1=7$ and $v_2=0$. The chemical potential must move at the rate $\bar v=(7/4)/(7/16)=4$. The two parts of the residual are

$$\sum_i w_i v_i^2=\frac{49}{4},\qquad
\frac{\left(\sum_i w_i v_i\right)^2}{\sum_i w_i}=\frac{(7/4)^2}{7/16}=7,$$

so $R=\tfrac{21}{4}$. The spread agrees: $\tfrac14\cdot3^2+\tfrac3{16}\cdot4^2=\tfrac94+3=\tfrac{21}{4}$. Thus $F''(0)=-\tfrac{21}{4}$. If both levels shift by $7$ instead, each part equals $\tfrac{343}{16}$ and the residual is zero.

## Range of the model

The levels are independent and their energies are exactly linear in $t$. The perturbation is thus diagonal in the single-particle basis: it produces no orbital mixing, no second-order level shifts and no two-particle correlation energy. The number of levels is finite and the temperature is fixed and positive. The same pair of terms arises in the Kohn–Luttinger question about the zero-temperature limit of perturbation theory, but no such limit is taken here.

For finite-temperature electronic-structure calculations, the result identifies, within this non-interacting model, which part of the anomalous term survives when the chemical potential is adjusted to hold the mean electron number: the part due to unequal shifts among thermally active levels.
